# For a symmetric positive semidefinite matrix and ni > 0, the discrete nonlinear Poisson equation has exactly one solution

A doped semiconductor in thermal equilibrium sets up its own electrostatic potential: carriers follow the potential, and their charge, together with the dopants, produces it. On a grid with Boltzmann statistics this becomes

(A u)ᵢ + 2 ni sinh(uᵢ) = Dᵢ at every node i.

Here u is the potential in units of the thermal voltage, A the scaled, discretised negative Laplacian, ni the intrinsic carrier density and D the net doping. I expect exactly one solution for any doping profile, even across an abrupt junction. Can this be proved rigorously, with the proof checked by machine?

## Uniqueness from monotonicity, existence from minimising a functional

Yes, provided that A is real and symmetric with x·Ax ≥ 0 for every x, and ni > 0. Take u = 0 where the intrinsic level coincides with the Fermi level. Then the electron density is n = ni exp(uᵢ) and the hole density is p = ni exp(−uᵢ), so n − p = 2 ni sinh(uᵢ). Write F(u) for the left side of the equation.

The derivative of sinh t − t is cosh t − 1 ≥ 0, so sinh t − t never decreases. Hence, for all real a and b,

(a − b)² ≤ (a − b)(sinh a − sinh b).

For two potentials u and v, put w = u − v and g = F(u) − F(v). Then

Σ wᵢgᵢ = w·Aw + 2 ni Σ wᵢ(sinh uᵢ − sinh vᵢ) ≥ 2 ni Σ wᵢ².

If both solve the equation for the same D, then g = 0, which forces w = 0. This is uniqueness. For different dopings, Σ(2 ni wᵢ − gᵢ)² ≥ 0 gives

4 ni Σ wᵢgᵢ ≤ (2 ni)² Σ wᵢ² + Σ gᵢ².

The left side is at least 2(2 ni)² Σ wᵢ², so

(2 ni)² Σ wᵢ² ≤ Σ gᵢ².

For existence, consider an auxiliary functional. I call it the energy for short, but it is not the physical energy of the device:

E(u) = ½ u·Au + Σ (2 ni cosh uᵢ − Dᵢuᵢ).

The first inequality with b = 0 gives |sinh s| ≥ |s|, so cosh t = 1 + 2 sinh²(t/2) ≥ 1 + t²/2. With dᵢ = Dᵢ/ni,

ni uᵢ² − Dᵢuᵢ = (ni/2)(uᵢ² − dᵢ²) + (ni/2)(uᵢ − dᵢ)².

Dropping the last square and u·Au ≥ 0, and noting that E(0) = Σ 2 ni, we get

E(u) ≥ E(0) + (ni/2)(Σ uᵢ² − Σ dᵢ²).

Let S = Σ dᵢ². The continuous function E has a minimum on the compact cube |uᵢ| ≤ S + 1. Its value there is at most E(0), since the cube contains 0. A potential v of still lower energy would have Σ vᵢ² < S, hence |vᵢ| ≤ vᵢ² + 1 ≤ S + 1, and would lie in the cube, a contradiction. The minimum is therefore global.

At a minimiser u, take the residual r = F(u) − D and vary the potential along it. Symmetry gives u·Ar = r·Au, so

0 = dE(u + t r)/dt at t = 0 = r·Au + Σ (2 ni sinh uᵢ − Dᵢ)rᵢ = Σ rᵢ².

Thus r = 0 and u solves the equation. Since the solution is unique, every solution is also the energy minimiser.

If A annihilates constants, as when the normal field vanishes on the whole boundary, symmetry makes Σ (A u)ᵢ = 0. Summing the equation over the nodes then gives Σ 2 ni sinh uᵢ = Σ Dᵢ, which is global charge neutrality.

```lean
import Mathlib

open Matrix

namespace DiscretePoissonBoltzmann

noncomputable section

variable {ι : Type*} [Fintype ι]

/-- Left side of the discrete nonlinear Poisson equation: the discretised field term `A u`
plus the carrier term `n - p = 2 ni sinh u` at each node. -/
def poissonMap (A : Matrix ι ι ℝ) (ni : ℝ) (u : ι → ℝ) : ι → ℝ :=
  fun i => (A *ᵥ u) i + 2 * ni * Real.sinh (u i)

/-- Auxiliary functional of the reduced potential `u` for the doping vector `D`. It is called energy
for short and is not the physical energy of the device. -/
def energy (A : Matrix ι ι ℝ) (ni : ℝ) (D u : ι → ℝ) : ℝ :=
  (u ⬝ᵥ A *ᵥ u) / 2 + ∑ i, (2 * ni * Real.cosh (u i) - D i * u i)

/-- The hyperbolic sine increases at least as fast as its argument. -/
theorem sq_sub_le_sinh (a b : ℝ) :
    (a - b) ^ 2 ≤ (a - b) * (Real.sinh a - Real.sinh b) := by
  have h := Real.sinh_sub_id_strictMono.monotone
  rcases le_total a b with hab | hab
  · have h1 : Real.sinh a - a ≤ Real.sinh b - b := h hab
    nlinarith [mul_nonneg (sub_nonneg.2 hab) (sub_nonneg.2 h1)]
  · have h1 : Real.sinh b - b ≤ Real.sinh a - a := h hab
    nlinarith [mul_nonneg (sub_nonneg.2 hab) (sub_nonneg.2 h1)]

/-- The Poisson map is strongly monotone, with constant `2 ni`. -/
theorem poissonMap_strongly_monotone {A : Matrix ι ι ℝ} (hA : ∀ x, 0 ≤ x ⬝ᵥ A *ᵥ x)
    {ni : ℝ} (hni : 0 < ni) (u v : ι → ℝ) :
    2 * ni * ∑ i, (u i - v i) ^ 2 ≤
      ∑ i, (u i - v i) * (poissonMap A ni u i - poissonMap A ni v i) := by
  have hq := hA (u - v)
  have e : ∑ i, (u i - v i) * (poissonMap A ni u i - poissonMap A ni v i) =
      (u - v) ⬝ᵥ A *ᵥ (u - v) +
        ∑ i, 2 * ni * ((u i - v i) * (Real.sinh (u i) - Real.sinh (v i))) := by
    rw [Matrix.mulVec_sub]
    simp only [dotProduct, poissonMap, Pi.sub_apply]
    rw [← Finset.sum_add_distrib]
    exact Finset.sum_congr rfl fun i _ => by ring
  have hs : 2 * ni * ∑ i, (u i - v i) ^ 2 ≤
      ∑ i, 2 * ni * ((u i - v i) * (Real.sinh (u i) - Real.sinh (v i))) := by
    rw [Finset.mul_sum]
    exact Finset.sum_le_sum fun i _ =>
      mul_le_mul_of_nonneg_left (sq_sub_le_sinh _ _) (by positivity)
  linarith

/-- Stability: the Euclidean distance of two potentials is at most `1 / (2 ni)` times the
distance of the doping vectors they solve for (stated with squares). -/
theorem potential_stability {A : Matrix ι ι ℝ} (hA : ∀ x, 0 ≤ x ⬝ᵥ A *ᵥ x)
    {ni : ℝ} (hni : 0 < ni) (u v : ι → ℝ) :
    (2 * ni) ^ 2 * ∑ i, (u i - v i) ^ 2 ≤
      ∑ i, (poissonMap A ni u i - poissonMap A ni v i) ^ 2 := by
  have h := mul_le_mul_of_nonneg_left (poissonMap_strongly_monotone hA hni u v)
    (by positivity : (0 : ℝ) ≤ 2 * (2 * ni))
  have h2 : 2 * (2 * ni) *
      ∑ i, (u i - v i) * (poissonMap A ni u i - poissonMap A ni v i) ≤
      (2 * ni) ^ 2 * ∑ i, (u i - v i) ^ 2 +
        ∑ i, (poissonMap A ni u i - poissonMap A ni v i) ^ 2 := by
    rw [Finset.mul_sum, Finset.mul_sum, ← Finset.sum_add_distrib]
    refine Finset.sum_le_sum fun i _ => ?_
    nlinarith [sq_nonneg (2 * ni * (u i - v i) -
      (poissonMap A ni u i - poissonMap A ni v i))]
  nlinarith

/-- The energy grows at least quadratically in the potential. -/
theorem energy_coercive {A : Matrix ι ι ℝ} (hA : ∀ x, 0 ≤ x ⬝ᵥ A *ᵥ x)
    {ni : ℝ} (hni : 0 < ni) (D u : ι → ℝ) :
    energy A ni D 0 + ni / 2 * (∑ i, u i ^ 2 - ∑ i, (D i / ni) ^ 2) ≤ energy A ni D u := by
  -- cosh t = 1 + 2 sinh² (t/2) ≥ 1 + t²/2
  have hcosh : ∀ t : ℝ, 1 + t ^ 2 / 2 ≤ Real.cosh t := by
    intro t
    have h := sq_sub_le_sinh (t / 2) 0
    simp only [Real.sinh_zero, sub_zero] at h
    have h2 : Real.cosh t = Real.cosh (t / 2) ^ 2 + Real.sinh (t / 2) ^ 2 := by
      rw [← Real.cosh_two_mul]
      congr 1
      ring
    nlinarith [Real.cosh_sq (t / 2), sq_nonneg (Real.sinh (t / 2) - t / 2)]
  have h0 : energy A ni D 0 = ∑ _i : ι, 2 * ni := by simp [energy]
  have hq := hA u
  have hs : ∑ _i : ι, 2 * ni + ni / 2 * (∑ i, u i ^ 2 - ∑ i, (D i / ni) ^ 2) ≤
      ∑ i, (2 * ni * Real.cosh (u i) - D i * u i) := by
    rw [← Finset.sum_sub_distrib, Finset.mul_sum, ← Finset.sum_add_distrib]
    refine Finset.sum_le_sum fun i _ => ?_
    have hd : ni * (D i / ni) = D i := by field_simp
    generalize D i / ni = d at hd ⊢
    rw [← hd]
    nlinarith [mul_le_mul_of_nonneg_left (hcosh (u i)) hni.le,
      mul_nonneg hni.le (sq_nonneg (u i - d))]
  rw [h0]
  unfold energy
  linarith

/-- The energy attains its minimum. -/
theorem exists_energy_minimizer {A : Matrix ι ι ℝ} (hA : ∀ x, 0 ≤ x ⬝ᵥ A *ᵥ x)
    {ni : ℝ} (hni : 0 < ni) (D : ι → ℝ) :
    ∃ u, ∀ v, energy A ni D u ≤ energy A ni D v := by
  have hcont : Continuous (fun u => energy A ni D u) := by
    have hc : Continuous Real.cosh := Real.continuous_cosh
    unfold energy
    simp only [dotProduct, Matrix.mulVec]
    fun_prop
  have hR : 0 ≤ ∑ i, (D i / ni) ^ 2 + 1 := by positivity
  have h0 := Metric.mem_closedBall_self (x := (0 : ι → ℝ)) hR
  obtain ⟨u, -, hu⟩ := (isCompact_closedBall (0 : ι → ℝ)
    (∑ i, (D i / ni) ^ 2 + 1)).exists_isMinOn ⟨0, h0⟩ hcont.continuousOn
  have hu0 : energy A ni D u ≤ energy A ni D 0 := hu h0
  refine ⟨u, fun v => ?_⟩
  by_contra hcon
  -- a potential of lower energy would have to lie inside the ball
  have hS : ∑ i, v i ^ 2 < ∑ i, (D i / ni) ^ 2 := by
    by_contra h
    have hp := mul_nonneg (half_pos hni).le (sub_nonneg.2 (not_lt.1 h))
    linarith [energy_coercive hA hni D v, not_le.1 hcon]
  have hv : v ∈ Metric.closedBall (0 : ι → ℝ) (∑ i, (D i / ni) ^ 2 + 1) := by
    rw [mem_closedBall_zero_iff, pi_norm_le_iff_of_nonneg hR]
    intro i
    have hi : v i ^ 2 ≤ ∑ j, v j ^ 2 :=
      Finset.single_le_sum (f := fun j => v j ^ 2) (fun j _ => sq_nonneg _)
        (Finset.mem_univ i)
    rw [Real.norm_eq_abs]
    exact abs_le.2 ⟨by nlinarith [sq_nonneg (v i + 1 / 2)],
      by nlinarith [sq_nonneg (v i - 1 / 2)]⟩
  exact hcon (hu hv)

/-- For symmetric `A`, a potential that minimises the functional `energy` solves the discrete
nonlinear Poisson equation. -/
theorem minimizer_solves {A : Matrix ι ι ℝ} (hS : A.IsSymm) {ni : ℝ} {D u : ι → ℝ}
    (hu : ∀ v, energy A ni D u ≤ energy A ni D v) : poissonMap A ni u = D := by
  -- vary the potential along the residual r
  obtain ⟨r, hr⟩ : ∃ r : ι → ℝ, r = fun i => poissonMap A ni u i - D i := ⟨_, rfl⟩
  have hsym : u ⬝ᵥ A *ᵥ r = r ⬝ᵥ A *ᵥ u := by
    rw [Matrix.dotProduct_mulVec, ← Matrix.mulVec_transpose, hS.eq, dotProduct_comm]
  have hexp : ∀ t : ℝ, energy A ni D (u + t • r) =
      ((u ⬝ᵥ A *ᵥ u) / 2 + t * (r ⬝ᵥ A *ᵥ u) + t ^ 2 * ((r ⬝ᵥ A *ᵥ r) / 2)) +
        ∑ i, (2 * ni * Real.cosh (u i + t * r i) - D i * (u i + t * r i)) := by
    intro t
    simp only [energy, Matrix.mulVec_add, Matrix.mulVec_smul, dotProduct_add,
      add_dotProduct, smul_dotProduct, dotProduct_smul, smul_eq_mul, Pi.add_apply,
      Pi.smul_apply, hsym]
    ring
  have hterm : ∀ i, HasDerivAt
      (fun t : ℝ => 2 * ni * Real.cosh (u i + t * r i) - D i * (u i + t * r i))
      (2 * ni * (Real.sinh (u i) * r i) - D i * r i) 0 := by
    intro i
    have hl : HasDerivAt (fun t : ℝ => u i + t * r i) (r i) 0 :=
      (hasDerivAt_mul_const (r i)).const_add (u i)
    exact ((hl.cosh.const_mul (2 * ni)).fun_sub (hl.const_mul (D i))).congr_deriv
      (by simp only [zero_mul, add_zero])
  have hpoly : ∀ a b c : ℝ, HasDerivAt (fun t : ℝ => a + t * b + t ^ 2 * c) b 0 := by
    intro a b c
    exact (((hasDerivAt_mul_const b).const_add a).fun_add
      ((hasDerivAt_pow 2 (0 : ℝ)).mul_const c)).congr_deriv (by simp)
  have hmin : IsLocalMin (fun t : ℝ => energy A ni D (u + t • r)) 0 := by
    refine Filter.Eventually.of_forall fun t => ?_
    show energy A ni D (u + (0 : ℝ) • r) ≤ energy A ni D (u + t • r)
    rw [zero_smul, add_zero]
    exact hu _
  rw [funext hexp] at hmin
  have hz := hmin.hasDerivAt_eq_zero
    ((hpoly _ _ _).fun_add (HasDerivAt.fun_sum fun i _ => hterm i))
  -- the derivative is the squared length of the residual
  have hsq : ∑ i, r i ^ 2 = 0 := by
    refine Eq.trans ?_ hz
    simp only [dotProduct]
    rw [← Finset.sum_add_distrib]
    refine Finset.sum_congr rfl fun i _ => ?_
    have hi : r i = (A *ᵥ u) i + 2 * ni * Real.sinh (u i) - D i := congrFun hr i
    linear_combination r i * hi
  funext i
  have h1 := (Finset.sum_eq_zero_iff_of_nonneg fun i _ => sq_nonneg (r i)).1 hsq i
    (Finset.mem_univ i)
  have h2 : r i = 0 := pow_eq_zero_iff two_ne_zero |>.1 h1
  have h3 : r i = poissonMap A ni u i - D i := congrFun hr i
  linarith

/-- The discrete nonlinear Poisson equation with a symmetric positive semidefinite matrix
and `ni > 0` has exactly one solution for every doping vector. -/
theorem existsUnique_potential {A : Matrix ι ι ℝ} (hS : A.IsSymm)
    (hA : ∀ x, 0 ≤ x ⬝ᵥ A *ᵥ x) {ni : ℝ} (hni : 0 < ni) (D : ι → ℝ) :
    ∃! u : ι → ℝ, ∀ i, (A *ᵥ u) i + 2 * ni * Real.sinh (u i) = D i := by
  obtain ⟨u, hu⟩ := exists_energy_minimizer hA hni D
  have hPu := minimizer_solves hS hu
  refine ⟨u, fun i => congrFun hPu i, fun v hv => ?_⟩
  have hPv : poissonMap A ni v = D := funext hv
  -- strong monotonicity forces two solutions to coincide
  have h := poissonMap_strongly_monotone hA hni v u
  rw [hPu, hPv] at h
  simp only [sub_self, mul_zero, Finset.sum_const_zero] at h
  have hle : ∑ i, (v i - u i) ^ 2 ≤ 0 := by
    by_contra hc
    have hp := mul_pos (by positivity : 0 < 2 * ni) (not_le.1 hc)
    linarith
  have hz := le_antisymm hle (Finset.sum_nonneg fun i _ => sq_nonneg (v i - u i))
  funext i
  have h1 := (Finset.sum_eq_zero_iff_of_nonneg fun i _ => sq_nonneg (v i - u i)).1 hz i
    (Finset.mem_univ i)
  exact sub_eq_zero.1 (pow_eq_zero_iff two_ne_zero |>.1 h1)

/-- Variational principle: for symmetric positive semidefinite `A` and `ni > 0`, a potential solves
the equation if and only if it minimises the functional `energy`. -/
theorem solves_iff_minimizes {A : Matrix ι ι ℝ} (hS : A.IsSymm)
    (hA : ∀ x, 0 ≤ x ⬝ᵥ A *ᵥ x) {ni : ℝ} (hni : 0 < ni) (D u : ι → ℝ) :
    poissonMap A ni u = D ↔ ∀ v, energy A ni D u ≤ energy A ni D v := by
  refine ⟨fun h => ?_, minimizer_solves hS⟩
  obtain ⟨w, hw⟩ := exists_energy_minimizer hA hni D
  have huw : u = w := (existsUnique_potential hS hA hni D).unique
    (fun i => congrFun h i) (fun i => congrFun (minimizer_solves hS hw) i)
  rw [huw]
  exact hw

/-- Global neutrality: if the symmetric matrix `A` annihilates constant potentials, the
carrier terms `n - p` of a solution sum to the total doping. -/
theorem total_charge_neutral {A : Matrix ι ι ℝ} (hS : A.IsSymm)
    (h1 : A *ᵥ (fun _ => (1 : ℝ)) = 0) {ni : ℝ} {D u : ι → ℝ}
    (hu : poissonMap A ni u = D) :
    ∑ i, 2 * ni * Real.sinh (u i) = ∑ i, D i := by
  have h2 : (fun _ => (1 : ℝ)) ⬝ᵥ A *ᵥ u = 0 := by
    rw [Matrix.dotProduct_mulVec, ← Matrix.mulVec_transpose, hS.eq, h1, zero_dotProduct]
  simp only [dotProduct, one_mul] at h2
  rw [← hu]
  simp only [poissonMap, Finset.sum_add_distrib, h2, zero_add]

/-- For a single undoped node with matrix entry `-2 ni sinh 1`, the potentials `0` and `1`
both solve the equation. -/
theorem two_solutions_without_positivity (ni : ℝ) :
    poissonMap !![-(2 * ni * Real.sinh 1)] ni (fun _ : Fin 1 => 0) = 0 ∧
      poissonMap !![-(2 * ni * Real.sinh 1)] ni (fun _ : Fin 1 => 1) = 0 := by
  constructor <;> ext i <;> fin_cases i <;> simp [poissonMap, Matrix.mulVec, dotProduct]

end

end DiscretePoissonBoltzmann
```

```lean
#print axioms DiscretePoissonBoltzmann.existsUnique_potential
#print axioms DiscretePoissonBoltzmann.solves_iff_minimizes
#print axioms DiscretePoissonBoltzmann.total_charge_neutral
#print axioms DiscretePoissonBoltzmann.two_solutions_without_positivity
```

```
'DiscretePoissonBoltzmann.existsUnique_potential' depends on axioms: [propext, Classical.choice, Quot.sound]
'DiscretePoissonBoltzmann.solves_iff_minimizes' depends on axioms: [propext, Classical.choice, Quot.sound]
'DiscretePoissonBoltzmann.total_charge_neutral' depends on axioms: [propext, Classical.choice, Quot.sound]
'DiscretePoissonBoltzmann.two_solutions_without_positivity' depends on axioms: [propext, Classical.choice, Quot.sound]
```

### Nodes, potentials and doping in Lean

The finite type `ι` labels the nodes; potentials and dopings are functions `ι → ℝ`. `poissonMap` is F and `energy` is E. The main theorem, `existsUnique_potential`, says that for every `D` there is exactly one `u` satisfying the equation at all nodes. Its hypotheses are `A.IsSymm`, non-negativity of `x ⬝ᵥ A *ᵥ x` for all `x`, and `0 < ni`. The second says that the discrete field energy is never negative; the third, that electrons and holes are present at every node. The theorems on strong monotonicity, stability, growth of the energy and existence of its minimum assume these last two hypotheses, even where their docstrings do not repeat them.

A may be singular, so a normal field that vanishes on the whole boundary is allowed. Fixed contact potentials enter through `D`, which then holds boundary terms besides the doping. The sign convention is n − p on the left and donors minus acceptors on the right.

The model has one `ni` and equal cell weights at all nodes, so heterostructures with varying ni and insulating layers such as a gate oxide are not covered. It leaves out Fermi–Dirac statistics, incomplete ionisation of the dopants, applied bias, the continuum limit and the convergence of any iteration. For equilibrium device simulation within this finite-grid Boltzmann model, `potential_stability` bounds the error of an approximate potential: its Euclidean distance from the solution is at most that of its residual from zero, divided by 2 ni. Where the doping far exceeds ni, this bound can be very pessimistic: for a single node with A = 0, a small residual r shifts the potential by about r/√(D² + 4 ni²), not by r/(2 ni).

`two_solutions_without_positivity` shows what the sign condition does. For one undoped node with matrix entry −2 ni sinh 1, both 0 and 1 are solutions; for ni > 0 that entry is negative.

### From the sinh bound to the unique potential

`sq_sub_le_sinh` takes the monotonicity of sinh t − t from Mathlib and treats the two orderings of a and b separately. In `poissonMap_strongly_monotone`, `e` splits the sum into its matrix and carrier parts, and `hs` applies the sinh bound node by node. `potential_stability` adds the completed square.

In `energy_coercive`, `hcosh` is the quadratic bound on cosh, and `hs` completes the square in uᵢ − dᵢ. `exists_energy_minimizer` obtains the minimum from compactness of a closed ball, which is the cube above because `ι → ℝ` carries the maximum norm.

In `minimizer_solves`, `hexp` expands the energy along u + t r, `hpoly` and `hterm` differentiate its two parts, and `hsq` identifies the vanishing derivative with Σ rᵢ². `existsUnique_potential` joins this to strong monotonicity, and `solves_iff_minimizes` uses uniqueness to identify any solution with a minimiser. `total_charge_neutral` moves A onto the constant vector by symmetry and sums the equation; it needs neither positivity nor ni > 0.
